# No real symmetric two-site matrix reproduces the averaged end-site moments of the spectra ±1 and ±3

Two-site chains with zero on-site energies and hoppings 1 and 3 have end-site spectra with equal weights at ±1 and at ±3, and averaging their moments gives a second moment of 5 and a fourth of 41. In a real symmetric two-site matrix whose first and third end-site moments vanish, the fourth moment is the square of the second, so a second moment of 5 forces a fourth of 25.

```lean
import Mathlib

open Matrix

namespace AveragedRecursionChains

noncomputable section

/-- The moment of order `k` of the local spectrum at the end site (site 0) of `H`. -/
def endMoment {n : ℕ} [NeZero n] (H : Matrix (Fin n) (Fin n) ℝ) (k : ℕ) : ℝ :=
  (H ^ k) 0 0

/-- The two-site chain with zero on-site energies and hopping `s`. -/
def dimer (s : ℝ) : Matrix (Fin 2) (Fin 2) ℝ := !![0, s; s, 0]

/-- The three-site chain with zero on-site energies and hoppings `u` and `v`. -/
def trimer (u v : ℝ) : Matrix (Fin 3) (Fin 3) ℝ := !![0, u, 0; u, 0, v; 0, v, 0]

/-- The end-site moments of two two-site chains, mixed with coefficients `1 - p` and `p`. -/
def mixMoment (p s t : ℝ) (k : ℕ) : ℝ :=
  (1 - p) * endMoment (dimer s) k + p * endMoment (dimer t) k

/-- The two-site chain is a real symmetric matrix. -/
theorem dimer_isSymm (s : ℝ) : (dimer s).IsSymm :=
  Matrix.IsSymm.ext fun i j => by fin_cases i <;> fin_cases j <;> rfl

/-- At every order, the end-site moment of the two-site chain is the moment of a spectrum
with equal weights at `s` and `-s`. -/
theorem dimer_moment (s : ℝ) (k : ℕ) :
    endMoment (dimer s) k = (s ^ k + (-s) ^ k) / 2 := by
  have d00 : dimer s 0 0 = 0 := rfl
  have d01 : dimer s 0 1 = s := rfl
  have d10 : dimer s 1 0 = s := rfl
  have d11 : dimer s 1 1 = 0 := rfl
  -- follow the first row of the powers
  have key : (dimer s ^ k) 0 0 = (s ^ k + (-s) ^ k) / 2 ∧
      (dimer s ^ k) 0 1 = (s ^ k - (-s) ^ k) / 2 := by
    induction k with
    | zero => constructor <;> norm_num [Matrix.one_apply]
    | succ n ih =>
      constructor
      · rw [pow_succ (dimer s), Matrix.mul_apply, Fin.sum_univ_two, ih.1, ih.2, d00, d10]
        ring
      · rw [pow_succ (dimer s), Matrix.mul_apply, Fin.sum_univ_two, ih.1, ih.2, d01, d11]
        ring
  exact key.1

/-- For a real symmetric two-site matrix whose first and third end-site moments vanish,
the fourth moment is the square of the second. -/
theorem two_site_fourth_moment (H : Matrix (Fin 2) (Fin 2) ℝ) (hH : H.IsSymm)
    (h1 : endMoment H 1 = 0) (h3 : endMoment H 3 = 0) :
    endMoment H 4 = endMoment H 2 ^ 2 := by
  have hs : H 1 0 = H 0 1 := hH.apply 0 1
  have ha : H 0 0 = 0 := by simpa [endMoment] using h1
  -- the third moment leaves only hopping squared times the second site energy
  have e3 : H 0 1 ^ 2 * H 1 1 = 0 := by
    simp only [endMoment, pow_succ, pow_zero, one_mul] at h3
    simp only [Matrix.mul_apply, Fin.sum_univ_two, hs, ha] at h3
    linear_combination h3
  simp only [endMoment, pow_succ, pow_zero, one_mul]
  simp only [Matrix.mul_apply, Fin.sum_univ_two, hs, ha]
  linear_combination H 1 1 * e3

/-- A real symmetric two-site matrix reproduces the mixed moments of orders 0 to 4 exactly
when only one of the two spectra enters or the two spectra coincide. -/
theorem two_site_mixture_iff (p s t : ℝ) :
    (∃ H : Matrix (Fin 2) (Fin 2) ℝ, H.IsSymm ∧
      ∀ k ≤ 4, endMoment H k = mixMoment p s t k) ↔ p = 0 ∨ p = 1 ∨ s ^ 2 = t ^ 2 := by
  constructor
  · rintro ⟨H, hH, h⟩
    have m1 : mixMoment p s t 1 = 0 := by
      simp only [mixMoment, dimer_moment]; ring
    have m3 : mixMoment p s t 3 = 0 := by
      simp only [mixMoment, dimer_moment]; ring
    have key := two_site_fourth_moment H hH
      ((h 1 (by norm_num)).trans m1) ((h 3 (by norm_num)).trans m3)
    rw [h 4 (by norm_num), h 2 (by norm_num)] at key
    simp only [mixMoment, dimer_moment] at key
    -- the excess of the fourth moment over the squared second moment
    have hz : p * ((1 - p) * (s ^ 2 - t ^ 2) ^ 2) = 0 := by linear_combination key
    rcases mul_eq_zero.mp hz with h0 | h0
    · exact Or.inl h0
    · rcases mul_eq_zero.mp h0 with h1 | h1
      · exact Or.inr (Or.inl (by linarith))
      · have h2 : s ^ 2 - t ^ 2 = 0 := (pow_eq_zero_iff two_ne_zero).mp h1
        exact Or.inr (Or.inr (by linarith))
  · rintro (h | h | h)
    · exact ⟨dimer s, dimer_isSymm s, fun k _ => by simp [mixMoment, h]⟩
    · exact ⟨dimer t, dimer_isSymm t, fun k _ => by simp [mixMoment, h]⟩
    · refine ⟨dimer s, dimer_isSymm s, fun k hk => ?_⟩
      interval_cases k <;> simp only [mixMoment, dimer_moment] <;>
        first
          | ring1
          | linear_combination p * h
          | linear_combination p * (s ^ 2 + t ^ 2) * h

/-- The equal average of the moments for the spectra at `-1, 1` and at `-3, 3` is
`1, 0, 5, 0, 41` at orders 0 to 4. -/
theorem average_values :
    mixMoment (1 / 2) 1 3 0 = 1 ∧ mixMoment (1 / 2) 1 3 1 = 0 ∧
    mixMoment (1 / 2) 1 3 2 = 5 ∧ mixMoment (1 / 2) 1 3 3 = 0 ∧
    mixMoment (1 / 2) 1 3 4 = 41 := by
  refine ⟨?_, ?_, ?_, ?_, ?_⟩ <;> norm_num [mixMoment, dimer_moment]

/-- No real symmetric two-site matrix has end-site moments `1, 0, 5, 0, 41` at
orders 0 to 4. -/
theorem no_two_site_average :
    ¬ ∃ H : Matrix (Fin 2) (Fin 2) ℝ, H.IsSymm ∧ endMoment H 0 = 1 ∧ endMoment H 1 = 0 ∧
      endMoment H 2 = 5 ∧ endMoment H 3 = 0 ∧ endMoment H 4 = 41 := by
  rintro ⟨H, hH, -, h1, h2, h3, h4⟩
  have key := two_site_fourth_moment H hH h1 h3
  rw [h2, h4] at key
  norm_num at key

/-- Averaging the hoppings of two two-site chains misses the averaged second moment by
`((s - t) / 2) ^ 2`; averaging the squared hoppings misses the averaged fourth moment by
`((s ^ 2 - t ^ 2) / 2) ^ 2`. -/
theorem averaged_coefficient_errors (s t : ℝ) :
    mixMoment (1 / 2) s t 2 - endMoment (dimer ((s + t) / 2)) 2 = ((s - t) / 2) ^ 2 ∧
    mixMoment (1 / 2) s t 4 - endMoment (dimer (Real.sqrt ((s ^ 2 + t ^ 2) / 2))) 4
      = ((s ^ 2 - t ^ 2) / 2) ^ 2 := by
  constructor
  · simp only [mixMoment, dimer_moment]
    ring
  · have h : Real.sqrt ((s ^ 2 + t ^ 2) / 2) ^ 2 = (s ^ 2 + t ^ 2) / 2 :=
      Real.sq_sqrt (by positivity)
    simp only [mixMoment, dimer_moment]
    linear_combination
      (-(Real.sqrt ((s ^ 2 + t ^ 2) / 2) ^ 2 + (s ^ 2 + t ^ 2) / 2)) * h

/-- The end-site moments of orders 0 to 4 of the three-site chain, in terms of its hoppings. -/
theorem trimer_moments (u v : ℝ) :
    endMoment (trimer u v) 0 = 1 ∧ endMoment (trimer u v) 1 = 0 ∧
    endMoment (trimer u v) 2 = u ^ 2 ∧ endMoment (trimer u v) 3 = 0 ∧
    endMoment (trimer u v) 4 = u ^ 2 * (u ^ 2 + v ^ 2) := by
  have h00 : trimer u v 0 0 = 0 := rfl
  have h01 : trimer u v 0 1 = u := rfl
  have h02 : trimer u v 0 2 = 0 := rfl
  have h10 : trimer u v 1 0 = u := rfl
  have h11 : trimer u v 1 1 = 0 := rfl
  have h12 : trimer u v 1 2 = v := rfl
  have h20 : trimer u v 2 0 = 0 := rfl
  have h21 : trimer u v 2 1 = v := rfl
  have h22 : trimer u v 2 2 = 0 := rfl
  refine ⟨by simp [endMoment], by simpa [endMoment] using h00, ?_, ?_, ?_⟩ <;>
    simp only [endMoment, pow_succ, pow_zero, one_mul] <;>
    simp only [Matrix.mul_apply, Fin.sum_univ_three, h00, h01, h02, h10, h11, h12,
      h20, h21, h22] <;>
    ring

/-- The symmetric three-site chain with squared hoppings `5` and `16/5` reproduces the
averaged moments of orders 0 to 4. -/
theorem three_site_average :
    (trimer (Real.sqrt 5) (Real.sqrt (16 / 5))).IsSymm ∧
    ∀ k ≤ 4, endMoment (trimer (Real.sqrt 5) (Real.sqrt (16 / 5))) k
      = mixMoment (1 / 2) 1 3 k := by
  refine ⟨Matrix.IsSymm.ext fun i j => by fin_cases i <;> fin_cases j <;> rfl, ?_⟩
  intro k hk
  have hu : Real.sqrt 5 ^ 2 = 5 := Real.sq_sqrt (by norm_num)
  have hv : Real.sqrt (16 / 5) ^ 2 = 16 / 5 := Real.sq_sqrt (by norm_num)
  obtain ⟨a0, a1, a2, a3, a4⟩ := average_values
  obtain ⟨t0, t1, t2, t3, t4⟩ := trimer_moments (Real.sqrt 5) (Real.sqrt (16 / 5))
  interval_cases k
  · rw [t0, a0]
  · rw [t1, a1]
  · rw [t2, a2, hu]
  · rw [t3, a3]
  · rw [t4, a4, hu, hv]
    norm_num

end

end AveragedRecursionChains
```

```lean
#print axioms AveragedRecursionChains.two_site_mixture_iff
#print axioms AveragedRecursionChains.no_two_site_average
#print axioms AveragedRecursionChains.averaged_coefficient_errors
#print axioms AveragedRecursionChains.three_site_average
```

```
'AveragedRecursionChains.two_site_mixture_iff' depends on axioms: [propext, Classical.choice, Quot.sound]
'AveragedRecursionChains.no_two_site_average' depends on axioms: [propext, Classical.choice, Quot.sound]
'AveragedRecursionChains.averaged_coefficient_errors' depends on axioms: [propext, Classical.choice, Quot.sound]
'AveragedRecursionChains.three_site_average' depends on axioms: [propext, Classical.choice, Quot.sound]
```

## What the theorems say about two and three sites

The end-site moment of order $k$ of a real matrix $H$ is $\mu_k = (H^k)_{00}$, written `endMoment H k`. Sites are numbered from 0, and site 0 is the end of the chain. `dimer s` is the two-site chain with zero on-site energies and hopping $s$, and `trimer u v` is the three-site chain with hopping $u$ between sites 0 and 1 and hopping $v$ between sites 1 and 2. `mixMoment p s t k` is the average of two dimer moments with coefficients $1-p$ and $p$.

`dimer_moment` holds at every order: the moment of the dimer is $(s^k + (-s)^k)/2$. `average_values` then evaluates the equal average for $s=1$, $t=3$ as $1, 0, 5, 0, 41$ at orders 0 to 4.

`no_two_site_average` excludes every real symmetric $2\times 2$ matrix with these five moments. The excluded matrices may have any on-site energies, so shifting the levels of the two sites doesn't help.

`two_site_mixture_iff` treats the general mixture. A symmetric two-site matrix with the mixed moments of orders 0 to 4 exists exactly when $p=0$, $p=1$ or $s^2=t^2$. The first two conditions mean that only one spectrum enters, and the third that the two spectra coincide. The coefficient $p$ is any real number in the theorem; it is a probability when $0\le p\le 1$.

`averaged_coefficient_errors` gives the size of the error for two ways of averaging coefficients, and `three_site_average` exhibits a symmetric three-site chain that has the required moments up to order 4.

## Local densities of states and their averages

For a real symmetric Hamiltonian with orthonormal eigenvectors $|n\rangle$ and energies $E_n$, the end-site moment is

$$\mu_k = \sum_n |\langle 0|n\rangle|^2\, E_n^k .$$

It is the $k$-th moment of the local density of states at site 0. For the dimer the eigenvectors are $(1,\pm1)/\sqrt2$ with energies $\pm s$, so each energy carries weight $1/2$.

The recursion method represents a local density of states by a chain, whose on-site energies and hoppings are the recursion coefficients. In a disordered system the quantity of interest is often the density of states averaged over sites or configurations. Moments are linear in the density of states, so they average correctly. The first on-site energy is the first moment, but the other coefficients are nonlinear functions of the moments, and the two dimers show what this costs in a finite, non-interacting tight-binding model.

Symmetry of $H$ stands for a real Hermitian Hamiltonian; complex Hermitian matrices are not treated. Both dimers have zero on-site energies, so their spectra are centred at the same energy. Energies are pure numbers in a common unit.

## Moments of the dimer

Let $H$ be the dimer with hopping $s$. The first row of its powers is

$$(H^k)_{00} = \frac{s^k+(-s)^k}{2},\qquad (H^k)_{01} = \frac{s^k-(-s)^k}{2}.$$

At $k=0$ this is the row $(1,0)$ of the identity. If it holds at $k$, multiplying by $H$ on the right gives

$$(H^{k+1})_{00} = s\,(H^k)_{01} = \frac{s^{k+1}+(-s)^{k+1}}{2},$$

$$(H^{k+1})_{01} = s\,(H^k)_{00} = \frac{s^{k+1}-(-s)^{k+1}}{2}.$$

The proof of `dimer_moment` is this induction. It carries both entries together in `key`, because each one feeds the other, and keeps the first at the end. Odd moments vanish, while the second and fourth are $s^2$ and $s^4$. The averages for $s=1$ and $t=3$ are therefore $(1+9)/2=5$ and $(1+81)/2=41$.

## Two sites leave no freedom in the fourth moment

Write a general symmetric two-site matrix as

$$H=\begin{pmatrix} a & b\\ b & c\end{pmatrix}.$$

The first moment is $a$, so $\mu_1=0$ removes the end-site energy. With $a=0$,

$$H^2=\begin{pmatrix} b^2 & bc\\ bc & b^2+c^2\end{pmatrix},$$

and hence

$$\mu_2=b^2,\qquad \mu_3=b^2c,\qquad \mu_4=b^4+b^2c^2 .$$

A vanishing third moment means $b^2c=0$. Then $b^2c^2=c\,(b^2c)=0$ as well, and

$$\mu_4=b^4=\mu_2^2 .$$

There is no need to decide whether $b$ or $c$ is zero. If $b=0$ the end site is decoupled, the other site may have any energy, and the identity reads $0=0$.

`two_site_fourth_moment` follows the same route. `ha` is $a=0$, `e3` is $b^2c=0$, and the last line multiplies `e3` by `H 1 1`, which is $c$. `no_two_site_average` inserts the values 5 and 41 and is left with $41=25$, which `norm_num` refutes.

## When a mixture still fits on two sites

For the mixture the odd moments vanish, and

$$\mu_2=(1-p)s^2+pt^2,\qquad \mu_4=(1-p)s^4+pt^4 .$$

Expanding the square of the second moment gives

$$\begin{aligned}
\mu_4-\mu_2^2 &= (1-p)s^4+pt^4-(1-p)^2s^4-2p(1-p)s^2t^2-p^2t^4\\
&= p(1-p)\left(s^4-2s^2t^2+t^4\right)\\
&= p(1-p)(s^2-t^2)^2 .
\end{aligned}$$

When $p$ is a probability, this is the variance of $E^2$ in the mixed spectrum. If a symmetric two-site matrix has these moments, the left side is zero, so one of the three factors on the right vanishes. In `two_site_mixture_iff` this product is `hz`, and `mul_eq_zero` splits it into the three cases.

Conversely, for $p=0$ the dimer with hopping $s$ has the mixed moments, and for $p=1$ the dimer with hopping $t$ does. If $s^2=t^2$, both dimers have the same moments and the one with hopping $s$ serves again. In this last case `interval_cases` checks the orders 0 to 4 one at a time.

## The errors made by averaging hoppings

If the hoppings themselves are averaged, the new chain has hopping $(s+t)/2$. Its second moment falls short of the averaged one by

$$\frac{s^2+t^2}{2}-\left(\frac{s+t}{2}\right)^2=\left(\frac{s-t}{2}\right)^2 .$$

For hoppings 1 and 3 the chain gives 4 where the average is 5.

Averaging the squared hoppings repairs the second moment, and the error moves to the fourth:

$$\frac{s^4+t^4}{2}-\left(\frac{s^2+t^2}{2}\right)^2=\left(\frac{s^2-t^2}{2}\right)^2 .$$

For 1 and 3 this is $41-25=16$. In `averaged_coefficient_errors` the first identity is plain algebra. The second also needs the square of the square root to return $(s^2+t^2)/2$, which is the hypothesis `h` in that proof.

## A third site supplies the missing fourth moment

Let $e_0,e_1,e_2$ be the site vectors of the three-site chain. Then

$$He_0=u\,e_1,\qquad H^2e_0=u^2e_0+uv\,e_2 .$$

Since $H$ is symmetric, the moments are scalar products of these vectors:

$$\begin{aligned}
\mu_1&=e_0\cdot He_0=0, & \mu_2&=|He_0|^2=u^2,\\
\mu_3&=He_0\cdot H^2e_0=0, & \mu_4&=|H^2e_0|^2=u^2(u^2+v^2).
\end{aligned}$$

The second hopping first enters at fourth order, where it adds the $u^2v^2$ that two sites lack. Matching $\mu_2=5$ gives $u^2=5$, and $5(5+v^2)=41$ gives $v^2=16/5$.

`trimer_moments` obtains the same formulas by multiplying out the matrix entries, and `three_site_average` inserts the two square roots and compares with `average_values`.

The agreement is claimed for orders 0 to 4 only. The averaged spectrum has four energies, $\pm1$ and $\pm3$, which three levels cannot hold; at order 6 the three-site chain gives $5\,(41/5)^2=336.2$, while the average is $(1+729)/2=365$.

## Averaging in a recursion code

A code that needs the averaged density of states can accumulate the moments over configurations and convert them to recursion coefficients once, at the end. This suits low orders, since the conversion from power moments becomes ill-conditioned as their number grows. It can also compute the density of states of each configuration and average the curves on a common energy grid. For the two dimers there is a third route: place them in one block-diagonal $4\times4$ matrix and start the recursion from the normalised vector $(1,0,1,0)/\sqrt2$. The moments of this vector are the averaged ones, and the recursion returns zero on-site energies and squared hoppings $5$, $16/5$ and $9/5$. The first two are those of the three-site chain, and the third completes the four-level spectrum.

The variance argument also extends to more than two dimers. For hoppings $s_i$ mixed with positive weights $w_i$ that sum to 1,

$$\mu_4-\mu_2^2=\sum_i w_i\,(s_i^2-\mu_2)^2 ,$$

which vanishes only if all the $s_i^2$ are equal. A symmetric two-site matrix can then match the averaged moments up to order 4 only if all the dimers have the same spectrum; this extension rests on the short calculation given here, since the Lean theorems treat mixtures of two.
